# A symmetry mismatch between Bloch states and equally many trial orbitals makes their overlap matrix singular

The crystal momentum enters here only as a fixed label: everything happens at one momentum that the symmetry leaves invariant, and the states there are columns of complex matrices. The n rows refer to a finite orthonormal basis. The m columns of V are the Bloch states of the chosen bands, and the columns of G are the trial orbitals, written as Bloch sums at the same momentum. The symmetry is an n by n matrix U, which is linear, so time reversal is excluded.

Four conditions connect these matrices, with † for the conjugate transpose (`ᴴ` in Lean):

U†U = 1,  V†V = 1,  UV = VD,  UG = GF.

The third says that the symmetry maps the bands among themselves: the image of band j is Σᵢ (band i) Dᵢⱼ. If U commutes with the Hamiltonian, this holds whenever each degenerate multiplet is included whole; part of a multiplet will do only if U maps the span of that part into itself. The fourth says the same of the trial orbitals, with matrix F. Both are assumed; neither is derived from a Hamiltonian or a space group.

In Lean, `n`, `m` and `p` are finite index types. The type `p` labels trial orbitals when their number may differ from the number of bands.

```lean
import Mathlib

open Matrix

namespace TrialOrbitalSymmetry

noncomputable section

variable {n m p : Type*} [Fintype n] [Fintype m] [Fintype p] [DecidableEq n] [DecidableEq m]
```

## Overlap and projection

The overlap matrix is

S = V†G,

whose entry Sᵢⱼ is the inner product of band i with trial orbital j.

```lean
/-- The overlap matrix `V†G` between the Bloch states (columns of `V`) and the trial orbitals
(columns of `G`). -/
def overlap (V : Matrix n m ℂ) (G : Matrix n p ℂ) : Matrix m p ℂ := Vᴴ * G
```

Projecting the trial orbitals onto the bands gives VV†G = VS.

```lean
/-- The trial orbitals after application of `VV†`, which for orthonormal Bloch states is the
projector onto the bands. -/
def projected (V : Matrix n m ℂ) (G : Matrix n p ℂ) : Matrix n p ℂ := V * overlap V G
```

## The symmetry carries over to the overlap

The band matrix D is unitary, since

D†D = D†V†VD = (UV)†(UV) = V†U†UV = V†V = 1.

The `calc` block follows this chain, with `hV`, `hUV` and `hU` supplying the three physical inputs.

```lean
/-- If orthonormal Bloch states are mapped among themselves by a unitary symmetry, `UV = VD`,
then the matrix `D` is unitary. -/
theorem band_matrix_unitary {U : Matrix n n ℂ} {V : Matrix n m ℂ} {D : Matrix m m ℂ}
    (hU : Uᴴ * U = 1) (hV : Vᴴ * V = 1) (hUV : U * V = V * D) : Dᴴ * D = 1 := by
  calc Dᴴ * D = Dᴴ * ((Vᴴ * V) * D) := by rw [hV, Matrix.one_mul]
    _ = (V * D)ᴴ * (V * D) := by
      simp only [Matrix.conjTranspose_mul, Matrix.mul_assoc]
    _ = (U * V)ᴴ * (U * V) := by rw [hUV]
    _ = Vᴴ * ((Uᴴ * U) * V) := by
      simp only [Matrix.conjTranspose_mul, Matrix.mul_assoc]
    _ = 1 := by rw [hU, Matrix.one_mul, hV]
```

Because D is square and finite, DD† = 1 as well; `mul_eq_one_comm` supplies this. The adjoint of UV = VD is V†U† = D†V†. Multiplying by U on the right gives V† = D†V†U (`h1`), and multiplying by D on the left gives DV† = V†U (`h2`). Therefore

DS = DV†G = V†UG = V†GF = SF.

Neither the unitarity of F nor the linear independence of the trial orbitals is needed.

```lean
/-- For a unitary symmetry with `UV = VD` on orthonormal Bloch states and `UG = GF` on the trial
orbitals, the overlap matrix intertwines the two actions: `D(V†G) = (V†G)F`. -/
theorem overlap_intertwines {U : Matrix n n ℂ} {V : Matrix n m ℂ} {D : Matrix m m ℂ}
    {G : Matrix n p ℂ} {F : Matrix p p ℂ}
    (hU : Uᴴ * U = 1) (hV : Vᴴ * V = 1) (hUV : U * V = V * D) (hUG : U * G = G * F) :
    D * overlap V G = overlap V G * F := by
  have hD : D * Dᴴ = 1 := mul_eq_one_comm.mp (band_matrix_unitary hU hV hUV)
  -- the adjoint of `UV = VD`, multiplied by `U`
  have h1 : Dᴴ * (Vᴴ * U) = Vᴴ := by
    calc Dᴴ * (Vᴴ * U) = (V * D)ᴴ * U := by
          rw [Matrix.conjTranspose_mul, Matrix.mul_assoc]
      _ = (U * V)ᴴ * U := by rw [hUV]
      _ = Vᴴ * (Uᴴ * U) := by rw [Matrix.conjTranspose_mul, Matrix.mul_assoc]
      _ = Vᴴ := by rw [hU, Matrix.mul_one]
  have h2 : D * Vᴴ = Vᴴ * U := by
    calc D * Vᴴ = D * (Dᴴ * (Vᴴ * U)) := by rw [h1]
      _ = (D * Dᴴ) * (Vᴴ * U) := by rw [Matrix.mul_assoc]
      _ = Vᴴ * U := by rw [hD, Matrix.one_mul]
  unfold overlap
  calc D * (Vᴴ * G) = (D * Vᴴ) * G := by rw [Matrix.mul_assoc]
    _ = Vᴴ * (U * G) := by rw [h2, Matrix.mul_assoc]
    _ = Vᴴ * G * F := by rw [hUG, Matrix.mul_assoc]
```

## Different symmetry eigenvalues force a zero determinant

Now take as many trial orbitals as bands, so that S is square. Write χ(A) for the characteristic polynomial det(λ1 − A), which records the eigenvalues of A with their multiplicities. If S were invertible, then

χ(D) = χ(DSS⁻¹) = χ(SFS⁻¹) = χ(S⁻¹SF) = χ(F).

So χ(D) ≠ χ(F) implies det S = 0.

The third equality is `Matrix.charpoly_mul_comm`, which states χ(AB) = χ(BA) for square matrices A and B of equal size, invertible or not. It is applied with A = SF and B = S⁻¹, and the two underscores let Lean find these from the goal. Invertibility is used only to cancel S against S⁻¹, and there `hu`, the statement that det S is a unit, is passed explicitly.

```lean
/-- Let a unitary symmetry act by `D` on orthonormal Bloch states and by `F` on equally many trial
orbitals. If `D` and `F` have different characteristic polynomials, the overlap matrix is
singular. -/
theorem overlap_singular {U : Matrix n n ℂ} {V G : Matrix n m ℂ} {D F : Matrix m m ℂ}
    (hU : Uᴴ * U = 1) (hV : Vᴴ * V = 1) (hUV : U * V = V * D) (hUG : U * G = G * F)
    (hDF : D.charpoly ≠ F.charpoly) : (overlap V G).det = 0 := by
  by_contra h
  have hu : IsUnit (overlap V G).det := isUnit_iff_ne_zero.mpr h
  apply hDF
  -- an invertible overlap would be a similarity between `D` and `F`
  calc D.charpoly = (D * overlap V G * (overlap V G)⁻¹).charpoly := by
        rw [Matrix.mul_assoc, Matrix.mul_nonsing_inv _ hu, Matrix.mul_one]
    _ = (overlap V G * F * (overlap V G)⁻¹).charpoly := by
        rw [overlap_intertwines hU hV hUV hUG]
    _ = ((overlap V G)⁻¹ * (overlap V G * F)).charpoly := Matrix.charpoly_mul_comm _ _
    _ = F.charpoly := by
        rw [← Matrix.mul_assoc, Matrix.nonsing_inv_mul _ hu, Matrix.one_mul]
```

The smallest informative case is one band and one trial orbital. Then D, F and S are numbers d, f and s, and ds = sf gives (d − f)s = 0. An even orbital therefore has no overlap with an odd band under inversion. With no bands at all, both characteristic polynomials equal 1 and the mismatch hypothesis can't be met.

Traces are invariant under the same cyclic exchange:

tr D = tr(SFS⁻¹) = tr F

for invertible S. Unequal characters of a single symmetry operation are thus enough to make the overlap singular.

```lean
/-- Character test: if a unitary symmetry has different traces on orthonormal Bloch states and on
equally many trial orbitals, the overlap matrix is singular. -/
theorem overlap_singular_of_character {U : Matrix n n ℂ} {V G : Matrix n m ℂ}
    {D F : Matrix m m ℂ}
    (hU : Uᴴ * U = 1) (hV : Vᴴ * V = 1) (hUV : U * V = V * D) (hUG : U * G = G * F)
    (hDF : D.trace ≠ F.trace) : (overlap V G).det = 0 := by
  by_contra h
  have hu : IsUnit (overlap V G).det := isUnit_iff_ne_zero.mpr h
  apply hDF
  calc D.trace = (D * overlap V G * (overlap V G)⁻¹).trace := by
        rw [Matrix.mul_assoc, Matrix.mul_nonsing_inv _ hu, Matrix.mul_one]
    _ = (overlap V G * F * (overlap V G)⁻¹).trace := by
        rw [overlap_intertwines hU hV hUV hUG]
    _ = ((overlap V G)⁻¹ * (overlap V G * F)).trace := Matrix.trace_mul_comm _ _
    _ = F.trace := by
        rw [← Matrix.mul_assoc, Matrix.nonsing_inv_mul _ hu, Matrix.one_mul]
```

## Which combination is lost

Let x be the coefficients of a combination of trial orbitals with Fx = μx. Then

D(Sx) = SFx = μSx.

If μ is not an eigenvalue of D, the vector Sx must vanish: the combination has zero overlap with every band. Lean expresses the condition on μ by requiring that every y with Dy = μy is zero. The number of trial orbitals is arbitrary here. The rule doesn't find every loss: with equally many bands and trial orbitals, an eigenvalue may occur in both D and F but more often in F. Some combination is then still lost, as in the example at the end, where −1 occurs once in D and twice in F.

```lean
/-- Selection rule: for a unitary symmetry and orthonormal Bloch states, a combination `x` of trial
orbitals with symmetry eigenvalue `μ` has zero overlap with every band if `μ` is not an eigenvalue
of the band matrix `D`. -/
theorem overlap_selection_rule {U : Matrix n n ℂ} {V : Matrix n m ℂ} {D : Matrix m m ℂ}
    {G : Matrix n p ℂ} {F : Matrix p p ℂ}
    (hU : Uᴴ * U = 1) (hV : Vᴴ * V = 1) (hUV : U * V = V * D) (hUG : U * G = G * F)
    {μ : ℂ} {x : p → ℂ} (hx : F *ᵥ x = μ • x)
    (hμ : ∀ y : m → ℂ, D *ᵥ y = μ • y → y = 0) : overlap V G *ᵥ x = 0 := by
  apply hμ
  rw [Matrix.mulVec_mulVec, overlap_intertwines hU hV hUV hUG, ← Matrix.mulVec_mulVec, hx,
    Matrix.mulVec_smul]
```

## Consequence for Löwdin orthonormalisation

The Gram matrix of the projected orbitals is

(VS)†(VS) = S†V†VS = S†S,

and its determinant is zero whenever det S is. Löwdin orthonormalisation needs (S†S)^(−1/2), which then doesn't exist. For Wannier functions built by projection, this means that a starting guess with mismatched symmetry fails at the invariant momentum, within a finite basis and for equally many bands and trial orbitals.

```lean
/-- Let a unitary symmetry act by `D` on orthonormal Bloch states and by `F` on equally many trial
orbitals. If `D` and `F` have different characteristic polynomials, the Gram matrix of the projected
trial orbitals is singular. -/
theorem projected_gram_singular {U : Matrix n n ℂ} {V G : Matrix n m ℂ} {D F : Matrix m m ℂ}
    (hU : Uᴴ * U = 1) (hV : Vᴴ * V = 1) (hUV : U * V = V * D) (hUG : U * G = G * F)
    (hDF : D.charpoly ≠ F.charpoly) : ((projected V G)ᴴ * projected V G).det = 0 := by
  have h : (projected V G)ᴴ * projected V G = (overlap V G)ᴴ * overlap V G := by
    unfold projected
    calc (V * overlap V G)ᴴ * (V * overlap V G)
        = (overlap V G)ᴴ * ((Vᴴ * V) * overlap V G) := by
          simp only [Matrix.conjTranspose_mul, Matrix.mul_assoc]
      _ = (overlap V G)ᴴ * overlap V G := by rw [hV, Matrix.one_mul]
  rw [h, Matrix.det_mul, overlap_singular hU hV hUV hUG hDF, mul_zero]
```

## When suitable trial orbitals exist

Given the bands and a proposed matrix F, trial orbitals with UG = GF and det S ≠ 0 exist exactly when some invertible P satisfies DP = PF, that is, when F is similar to D. In one direction, P = S works by the intertwining relation. In the other, take G = VP:

UG = UVP = VDP = VPF = GF,  V†G = V†VP = P.

These trial orbitals are combinations of the Bloch states themselves, so the criterion concerns symmetry alone and doesn't say whether localised atomic orbitals will serve.

```lean
/-- For a unitary symmetry acting by `D` on orthonormal Bloch states, trial orbitals that transform
by `F` and have an invertible overlap matrix exist exactly when `F` is similar to `D`. -/
theorem good_trials_exist_iff {U : Matrix n n ℂ} {V : Matrix n m ℂ} {D F : Matrix m m ℂ}
    (hU : Uᴴ * U = 1) (hV : Vᴴ * V = 1) (hUV : U * V = V * D) :
    (∃ G : Matrix n m ℂ, U * G = G * F ∧ (overlap V G).det ≠ 0) ↔
      ∃ P : Matrix m m ℂ, P.det ≠ 0 ∧ D * P = P * F := by
  constructor
  · rintro ⟨G, hUG, hG⟩
    exact ⟨overlap V G, hG, overlap_intertwines hU hV hUV hUG⟩
  · rintro ⟨P, hP, hDP⟩
    -- take combinations of the Bloch states themselves, with coefficients `P`
    refine ⟨V * P, ?_, ?_⟩
    · rw [← Matrix.mul_assoc, hUV, Matrix.mul_assoc, hDP, ← Matrix.mul_assoc]
    · have h : overlap V (V * P) = P := by
        unfold overlap
        rw [← Matrix.mul_assoc, hV, Matrix.one_mul]
      rwa [h]
```

## Two p bands and two trial orbitals

A twofold rotation about the x axis keeps p_x and reverses p_y and p_z.

```lean
/-- The twofold rotation about the x axis in the basis of orbitals `p_x, p_y, p_z`. -/
def rotX : Matrix (Fin 3) (Fin 3) ℂ := !![1, 0, 0; 0, -1, 0; 0, 0, -1]
```

Let the bands be p_x and p_y, so that D = diag(1, −1).

```lean
/-- Two Bloch states, `p_x` and `p_y`. -/
def bands : Matrix (Fin 3) (Fin 2) ℂ := !![1, 0; 0, 1; 0, 0]
```

Take p_y + p_z and p_y − p_z as trial orbitals. Both are odd under the rotation, so F = diag(−1, −1). The code leaves them unnormalised; dividing each by √2 changes neither D nor F.

```lean
/-- Two unnormalised trial orbitals, `p_y + p_z` and `p_y - p_z`. -/
def trials : Matrix (Fin 3) (Fin 2) ℂ := !![0, 0; 1, 1; 1, -1]
```

The overlap matrix has rows (0, 0) and (1, 1), or (0, 0) and (1/√2, 1/√2) after normalisation. Each trial orbital overlaps with a band, yet the matrix is singular: p_x is never reached, and the difference of the two orbitals is proportional to p_z, which lies outside the bands.

The matrix identities are checked entry by entry. The characteristic polynomials are distinguished through the determinants, since equal polynomials would give det D = det F, whereas det D = −1 and det F = 1.

```lean
/-- The rotation `rotX` with `bands` and `trials` meets all hypotheses of the singularity theorem,
and the overlap matrix is not zero. -/
theorem overlap_singular_witness :
    rotXᴴ * rotX = 1 ∧ bandsᴴ * bands = 1 ∧
    rotX * bands = bands * (!![1, 0; 0, -1] : Matrix (Fin 2) (Fin 2) ℂ) ∧
    rotX * trials = trials * (!![-1, 0; 0, -1] : Matrix (Fin 2) (Fin 2) ℂ) ∧
    (!![1, 0; 0, -1] : Matrix (Fin 2) (Fin 2) ℂ).charpoly ≠
      (!![-1, 0; 0, -1] : Matrix (Fin 2) (Fin 2) ℂ).charpoly ∧
    overlap bands trials = (!![0, 0; 1, 1] : Matrix (Fin 2) (Fin 2) ℂ) := by
  refine ⟨?_, ?_, ?_, ?_, ?_, ?_⟩
  · ext i j
    fin_cases i <;> fin_cases j <;> simp [rotX, Matrix.mul_apply, Fin.sum_univ_succ]
  · ext i j
    fin_cases i <;> fin_cases j <;> simp [bands, Matrix.mul_apply, Fin.sum_univ_succ]
  · ext i j
    fin_cases i <;> fin_cases j <;> simp [rotX, bands, Matrix.mul_apply, Fin.sum_univ_succ]
  · ext i j
    fin_cases i <;> fin_cases j <;> simp [rotX, trials, Matrix.mul_apply, Fin.sum_univ_succ]
  · -- equal characteristic polynomials would give equal determinants
    intro h
    have h1 := Matrix.det_eq_sign_charpoly_coeff (!![1, 0; 0, -1] : Matrix (Fin 2) (Fin 2) ℂ)
    rw [h, ← Matrix.det_eq_sign_charpoly_coeff, Matrix.det_fin_two_of,
      Matrix.det_fin_two_of] at h1
    norm_num at h1
  · ext i j
    fin_cases i <;> fin_cases j <;>
      simp [overlap, bands, trials, Matrix.mul_apply, Fin.sum_univ_succ]

end

end TrialOrbitalSymmetry
```

```lean
#print axioms TrialOrbitalSymmetry.overlap_singular_of_character
#print axioms TrialOrbitalSymmetry.overlap_selection_rule
#print axioms TrialOrbitalSymmetry.projected_gram_singular
#print axioms TrialOrbitalSymmetry.good_trials_exist_iff
```

```
'TrialOrbitalSymmetry.overlap_singular_of_character' depends on axioms: [propext, Classical.choice, Quot.sound]
'TrialOrbitalSymmetry.overlap_selection_rule' depends on axioms: [propext, Classical.choice, Quot.sound]
'TrialOrbitalSymmetry.projected_gram_singular' depends on axioms: [propext, Classical.choice, Quot.sound]
'TrialOrbitalSymmetry.good_trials_exist_iff' depends on axioms: [propext, Classical.choice, Quot.sound]
```
